# First-order density response of non-interacting fermions on a ring to a cosine potential, for wavenumbers above twice the highest occupied angular momentum

Non-interacting fermions on a ring singly occupy the plane waves with integer angular momenta `m` from `-K` to `K`, with energies `m²/2`, and are perturbed by the potential `2v cos(qθ)`. The declaration `densityAmplitude_eq` states that, for an integer `q > 2K`, if the admixtures `a m` and `b m` of the waves `m + q` and `m - q` satisfy the first-order perturbation equations, then the sum of `a m + b m` over occupied `m` is `-S(q) v`, where `S(q)` is the sum of `4/(q(q + 2m))` over the same `m`. For normalised plane waves, this sum is the first-order change in density in units of `cos(qθ)/π`. The attempt solves the equations for `a` and `b`, uses the reversal `m → -m` to give both sums the same form, and then tries to combine them and compare the two sides term by term.

As first written in Lean, the proof fails:

```lean
import Mathlib

open Filter Topology

namespace DensityAmplitudeEq

noncomputable section

/-- Energy of the plane wave with integer angular momentum `m` on the ring. -/
def level (m : ℤ) : ℝ := (m : ℝ) ^ 2 / 2

/-- The occupied angular momenta, from `-K` to `K`. -/
def occ (K : ℕ) : Finset ℤ := Finset.Icc (-(K : ℤ)) K

/-- The response strength `S(q)`, a sum over occupied orbitals; the formula is meant for those `q`
with `q ≠ 0` and `q + 2m ≠ 0` for every occupied `m`. -/
def strength (K : ℕ) (q : ℤ) : ℝ := ∑ m ∈ occ K, 4 / ((q : ℝ) * (q + 2 * m))

/-- First-order perturbation equations for the potential `2 v cos(qθ)`, where `v` is called the
potential amplitude: `a m` and `b m` are the admixtures of the plane waves `m + q` and `m - q` to
the occupied orbital `m`. -/
def IsFirstOrder (K : ℕ) (q : ℤ) (v : ℝ) (a b : ℤ → ℝ) : Prop :=
  ∀ m ∈ occ K, (level (m + q) - level m) * a m = -v ∧ (level (m - q) - level m) * b m = -v

/-- First-order density amplitude, in units of `cos(qθ)/π`, made by the admixtures `a` and `b`
of all occupied orbitals. -/
def densityAmplitude (K : ℕ) (a b : ℤ → ℝ) : ℝ := ∑ m ∈ occ K, (a m + b m)

/-- A sum over the occupied orbitals is unchanged when every angular momentum is reversed. -/
theorem sum_occ_neg (K : ℕ) (f : ℤ → ℝ) : ∑ m ∈ occ K, f (-m) = ∑ m ∈ occ K, f m := by
  refine Finset.sum_equiv (Equiv.neg ℤ) ?_ ?_
  · intro i
    simp only [occ, Finset.mem_Icc, Equiv.neg_apply]
    omega
  · intro i _
    rfl

/-- For `q > 2K` and `m` occupied, `q`, `q + 2m` and `q - 2m` are positive, and `q + 2m` is at
least `q - 2K`. -/
theorem occ_bounds {K : ℕ} {q m : ℤ} (hq : 2 * (K : ℤ) < q) (hm : m ∈ occ K) :
    0 < (q : ℝ) ∧ 0 < (q : ℝ) + 2 * m ∧ 0 < (q : ℝ) - 2 * m ∧
      (q : ℝ) - 2 * K ≤ q + 2 * m := by
  unfold occ at hm
  rw [Finset.mem_Icc] at hm
  obtain ⟨h1, h2⟩ := hm
  refine ⟨?_, ?_, ?_, ?_⟩
  · exact_mod_cast (by omega : (0 : ℤ) < q)
  · exact_mod_cast (by omega : (0 : ℤ) < q + 2 * m)
  · exact_mod_cast (by omega : (0 : ℤ) < q - 2 * m)
  · exact_mod_cast (by omega : q - 2 * (K : ℤ) ≤ q + 2 * m)

/-- For `q > 2K`, a potential of amplitude `v` produces the first-order density amplitude
`-S(q) v`. -/
theorem densityAmplitude_eq {K : ℕ} {q : ℤ} {v : ℝ} {a b : ℤ → ℝ} (hq : 2 * (K : ℤ) < q)
    (h : IsFirstOrder K q v a b) : densityAmplitude K a b = -strength K q * v := by
  -- solve the first-order equations; no energy gap vanishes
  have h1 : ∑ m ∈ occ K, a m = ∑ m ∈ occ K, -v * 2 / ((q : ℝ) * (q + 2 * m)) := by
    refine Finset.sum_congr rfl fun m hm => ?_
    obtain ⟨p0, p1, _, _⟩ := occ_bounds hq hm
    have e := (h m hm).1
    simp only [level] at e
    push_cast at e
    rw [eq_div_iff (mul_pos p0 p1).ne']
    linear_combination 2 * e
  have h2 : ∑ m ∈ occ K, b m = ∑ m ∈ occ K, -v * 2 / ((q : ℝ) * (q + 2 * m)) := by
    -- the second family is the mirror image of the first
    refine Eq.trans ?_ (sum_occ_neg K (fun m : ℤ => -v * 2 / ((q : ℝ) * (q + 2 * m))))
    refine Finset.sum_congr rfl fun m hm => ?_
    obtain ⟨p0, _, p2, _⟩ := occ_bounds hq hm
    have e := (h m hm).2
    simp only [level] at e
    push_cast at e ⊢
    have hD : (q : ℝ) * (q + 2 * -(m : ℝ)) ≠ 0 := by
      have : 0 < (q : ℝ) + 2 * -(m : ℝ) := by linarith
      exact (mul_pos p0 this).ne'
    rw [eq_div_iff hD]
    linear_combination 2 * e
  unfold densityAmplitude
  rw [Finset.sum_add_distrib, h1, h2, ← Finset.sum_add_distrib, strength, neg_mul,
    Finset.sum_mul, ← Finset.sum_neg_distrib]
  refine Finset.sum_congr rfl fun m _ => ?_
  ring

end

end DensityAmplitudeEq
```

The error:

```
Main.lean:80:4: error: Tactic `rewrite` failed: Did not find an occurrence of the pattern
  (∑ i ∈ ?s, ?f i) * ?a
in the target expression
  ∑ x ∈ occ K, (-(v * 2) / (↑q * (↑q + 2 * ↑x)) + -(v * 2) / (↑q * (↑q + 2 * ↑x))) =
    (-∑ m ∈ occ K, 4 / (↑q * (↑q + 2 * ↑m))) * v

K : ℕ
q : ℤ
v : ℝ
a b : ℤ → ℝ
hq : 2 * ↑K < q
h : IsFirstOrder K q v a b
h1 : ∑ m ∈ occ K, a m = ∑ m ∈ occ K, -v * 2 / (↑q * (↑q + 2 * ↑m))
h2 : ∑ m ∈ occ K, b m = ∑ m ∈ occ K, -v * 2 / (↑q * (↑q + 2 * ↑m))
⊢ ∑ x ∈ occ K, (-(v * 2) / (↑q * (↑q + 2 * ↑x)) + -(v * 2) / (↑q * (↑q + 2 * ↑x))) =
    (-∑ m ∈ occ K, 4 / (↑q * (↑q + 2 * ↑m))) * v
```

The mended proof, as a diff:

```diff
@@ -77,6 +77,6 @@
     linear_combination 2 * e
   unfold densityAmplitude
-  rw [Finset.sum_add_distrib, h1, h2, ← Finset.sum_add_distrib, strength, neg_mul,
-    Finset.sum_mul, ← Finset.sum_neg_distrib]
+  rw [Finset.sum_add_distrib, h1, h2, ← Finset.sum_add_distrib, strength,
+    ← Finset.sum_neg_distrib, Finset.sum_mul]
   refine Finset.sum_congr rfl fun m _ => ?_
   ring
```

Cause. The error says that `rw` found no sum multiplied by a factor, which is what `Finset.sum_mul` needs. The step before it, `neg_mul`, was meant to turn the right-hand side `(-∑ …) * v` into `-((∑ …) * v)`. But its pattern, a negated factor times another, also fits `-v * 2` in the summands on the left, which `h1` and `h2` had brought in. `rw` settled on that match and rewrote only its instances, to `-(v * 2)`, as the printed goal shows. On the right, the negation still stood between the sum and `v`, so `Finset.sum_mul` did not fit.

The repair drops `neg_mul` and puts `← Finset.sum_neg_distrib` first. This moves the negation inside the sum on the right, leaving a plain sum times `v`, which `Finset.sum_mul` can then turn into a single sum. Both sides are now sums over `occ K`, so `Finset.sum_congr` reduces the goal to an equality of summands, which `ring` proves.
